# A scalar Dyson equation with finitely many skeleton terms has exactly one power-series solution

The bare propagator is taken to be a single element g of a commutative ring R, with no momentum, frequency or spin labels, and the dressed propagator G is a formal power series in the coupling x. "Solution" therefore means agreement at every order in x; convergence at a given coupling is not addressed. In Lean, G has type `R⟦X⟧`, x is `X`, and `C g` is g regarded as a constant series.

```lean
import Mathlib

open PowerSeries

namespace SkeletonDyson

variable {R : Type*} [CommRing R] {m : ℕ}
```

A self-energy diagram with k+1 interaction lines has 2k+2 vertices and 2k+1 internal propagators. In a skeleton expansion these internal propagators are dressed. With m skeleton coefficients s(0), ..., s(m−1), the self-energy is

Σ[G] = ∑_{k<m} s(k) x^(k+1) G^(2k+1).

The index k starts at zero, as in `Fin m`; the comments in the code count the coefficients from one. Each s(k) stands for the summed weight of the skeleton diagrams with k+1 interaction lines, including signs and symmetry factors. Here the s(k) are arbitrary elements of R, not computed from a Hamiltonian.

```lean
/-- The skeleton self-energy `Σ[G] = ∑ s_k x^k G^(2k-1)`, `k = 1, ..., m`, as a power series in
the coupling `x`; the coefficient `s_k` is stored at index `k - 1`. -/
noncomputable def selfEnergy (s : Fin m → R) (G : R⟦X⟧) : R⟦X⟧ :=
  ∑ k : Fin m, C (s k) * X ^ (k.val + 1) * G ^ (2 * k.val + 1)
```

Write F(G) for the right-hand side of Dyson's equation:

F(G) = g + g Σ[G] G.

A dressed propagator is a series with G = F(G). For m = 0 the self-energy vanishes and G = g. Self-consistent Green's function calculations in electronic structure solve an equation of this shape with matrices or functions of frequency, usually by computing Σ from the current G and then inverting g⁻¹ − Σ, rather than by applying F repeatedly; the results below concern only its scalar, order-by-order version with a finite skeleton sum.

```lean
/-- The right-hand side `g + g Σ[G] G` of the Dyson equation, with bare propagator `g`. -/
noncomputable def dysonMap (g : R) (s : Fin m → R) (G : R⟦X⟧) : R⟦X⟧ :=
  C g + C g * selfEnergy s G * G
```

## (a) Absorbing the outer dressed line

Show that F can be written with even powers of G only:

F(G) = g + g ∑_{k<m} s(k) x^(k+1) G^(2k+2).

**Solution.** Multiply the sum Σ[G] by G term by term, using G^(2k+1) · G = G^(2k+2). In Lean, `Finset.sum_mul` distributes the factor and `ring` settles each term.

```lean
/-- Closing the self-energy with one more dressed line gives an even number of dressed
propagators in every skeleton term. -/
theorem dysonMap_eq (g : R) (s : Fin m → R) (G : R⟦X⟧) :
    dysonMap g s G =
      C g + C g * ∑ k : Fin m, C (s k) * X ^ (k.val + 1) * G ^ (2 * k.val + 2) := by
  have h : selfEnergy s G * G =
      ∑ k : Fin m, C (s k) * X ^ (k.val + 1) * G ^ (2 * k.val + 2) := by
    rw [selfEnergy, Finset.sum_mul]
    exact Finset.sum_congr rfl fun k _ => by ring
  rw [dysonMap, mul_assoc, h]
```

## (b) One more correct order per pass

Let G and H be trial propagators that agree below order n, so that x^n divides G − H. Show that

x^(n+1) divides F(G) − F(H).

**Solution.** By (a), the constant g cancels and

F(G) − F(H) = g ∑_{k<m} s(k) x^(k+1) (G^(2k+2) − H^(2k+2)).

For p = 2k+2,

G^p − H^p = (G − H)(G^(p−1) + G^(p−2) H + ... + H^(p−1)),

so this difference equals x^n d for some series d. The k-th term is then x^(n+1) · s(k) x^k d. The additional order comes from the power of x that every skeleton carries.

The factorisation is `sub_dvd_pow_sub_pow`, and the last line of the proof supplies the quotient s(k) x^k d.

```lean
/-- Each pass through the Dyson equation gains one order: if two trial propagators agree below
order `n` in the coupling, their images agree below order `n + 1`. -/
theorem dysonMap_gains_order (g : R) (s : Fin m → R) {G H : R⟦X⟧} {n : ℕ}
    (h : X ^ n ∣ G - H) : X ^ (n + 1) ∣ dysonMap g s G - dysonMap g s H := by
  rw [dysonMap_eq, dysonMap_eq, add_sub_add_left_eq_sub, ← mul_sub, ← Finset.sum_sub_distrib]
  refine Dvd.dvd.mul_left (Finset.dvd_sum fun k _ => ?_) _
  -- `G - H` divides the difference of powers, and the skeleton supplies another `x`
  obtain ⟨d, hd⟩ := h.trans (sub_dvd_pow_sub_pow G H (2 * k.val + 2))
  exact ⟨C (s k) * X ^ k.val * d, by linear_combination C (s k) * X ^ (k.val + 1) * hd⟩
```

## (c) Agreement at every order

Suppose x^n divides G − H for every n. Show that

G = H.

**Solution.** Fix n. Since x^(n+1) divides G − H, the coefficient of x^n in G − H is zero. All coefficients of G and H therefore agree. `X_pow_dvd_iff` translates divisibility by a power of x into vanishing coefficients.

```lean
/-- Two power series that agree to every order in the coupling are equal. -/
theorem eq_of_agree_all_orders {G H : R⟦X⟧} (h : ∀ n : ℕ, X ^ n ∣ G - H) : G = H := by
  ext n
  have h1 := X_pow_dvd_iff.1 (h (n + 1)) n (Nat.lt_succ_self n)
  rw [map_sub] at h1
  exact sub_eq_zero.1 h1
```

## (d) Two solutions coincide

Show that, for the same g and s,

G = F(G) and H = F(H) imply G = H.

**Solution.** Use induction on n to show that x^n divides G − H. For n = 0 this is trivial. If it holds for n, then (b) gives x^(n+1) | F(G) − F(H), and F(G) − F(H) = G − H. Now apply (c). The Lean proof takes the same steps, with `rwa` replacing F(G) and F(H) by G and H.

```lean
/-- Two solutions of the Dyson equation with the same bare propagator and the same skeleton
coefficients coincide. -/
theorem dyson_unique (g : R) (s : Fin m → R) {G H : R⟦X⟧}
    (hG : G = dysonMap g s G) (hH : H = dysonMap g s H) : G = H := by
  refine eq_of_agree_all_orders fun n => ?_
  induction n with
  | zero => simp
  | succ n ih =>
    have h := dysonMap_gains_order g s ih
    rwa [← hG, ← hH] at h
```

## (e) Self-consistent iteration reaches a solution

Show that for every g and s

there is exactly one G in R⟦x⟧ with G = F(G).

**Solution.** Start from G_0 = 0 and set G_(n+1) = F(G_n).

First, x^n divides G_(n+j) − G_n for all n and j. This is trivial for n = 0, and (b) carries it from n to n+1. The coefficient of x^i is therefore the same in all iterates from G_(i+1) onwards. Let G be the series with these settled coefficients. Then x^n divides G − G_n for every n.

Consequently x^(n+1) divides both

G − G_(n+1) and F(G) − F(G_n) = F(G) − G_(n+1).

Subtracting, x^(n+1) divides G − F(G). This holds for every n, so G = F(G) by (c). Uniqueness is (d).

In the code the iterates are `it`, and the three steps are `stable`, `close` and `fixed`. The symbol `∃!` means "there is exactly one".

```lean
/-- **Skeleton Dyson equation.** For any bare propagator `g` and skeleton coefficients
`s_1, ..., s_m` there is exactly one formal power series `G` with `G = g + g Σ[G] G`. -/
theorem dyson_existsUnique (g : R) (s : Fin m → R) : ∃! G : R⟦X⟧, G = dysonMap g s G := by
  -- self-consistent iteration, started from zero
  let it : ℕ → R⟦X⟧ := fun n => Nat.rec 0 (fun _ G => dysonMap g s G) n
  have hit : ∀ n, it (n + 1) = dysonMap g s (it n) := fun _ => rfl
  have stable : ∀ n j, X ^ n ∣ it (n + j) - it n := by
    intro n
    induction n with
    | zero => intro j; simp
    | succ n ih =>
      intro j
      rw [show n + 1 + j = (n + j) + 1 by omega, hit, hit]
      exact dysonMap_gains_order g s (ih j)
  -- collect the coefficients that no longer change
  let G : R⟦X⟧ := PowerSeries.mk fun n => coeff n (it (n + 1))
  have close : ∀ n, X ^ n ∣ G - it n := by
    intro n
    refine X_pow_dvd_iff.2 fun i hi => ?_
    obtain ⟨j, rfl⟩ := Nat.exists_eq_add_of_le (Nat.succ_le_of_lt hi)
    have h := X_pow_dvd_iff.1 (stable (i + 1) j) i (Nat.lt_succ_self i)
    rw [map_sub, sub_eq_zero] at h
    rw [map_sub, sub_eq_zero, coeff_mk]
    exact h.symm
  have fixed : G = dysonMap g s G := by
    refine eq_of_agree_all_orders fun n => ?_
    have h1 := close (n + 1)
    have h2 := dysonMap_gains_order g s (close n)
    rw [hit] at h1
    have h3 := dvd_sub h1 h2
    rw [sub_sub_sub_cancel_right] at h3
    exact (pow_dvd_pow X (Nat.le_succ n)).trans h3
  exact ⟨G, fixed, fun H hH => dyson_unique g s hH fixed⟩
```

## (f) The inverse-propagator form

Let h be an inverse of g, so h g = 1. Show that

G = F(G) if and only if (h − Σ[G]) G = 1.

**Solution.** Multiplying G = g + g Σ[G] G by h gives h G = 1 + Σ[G] G, which is the right-hand equation. Multiplying that equation by g gives G − g Σ[G] G = g, which is Dyson's equation. The two `linear_combination` calls carry out these multiplications.

Invertibility of g matters. Over the integers with g = 0, Dyson's equation has the solution G = 0, but (h − Σ[0]) · 0 = 0 ≠ 1 for every h.

```lean
/-- If the bare propagator `g` has the inverse `h`, the Dyson equation is equivalent to
`(g⁻¹ - Σ[G]) G = 1`. -/
theorem dyson_iff_inverse_form {g h : R} (hg : h * g = 1) (s : Fin m → R) (G : R⟦X⟧) :
    G = dysonMap g s G ↔ (C h - selfEnergy s G) * G = 1 := by
  have hC : (C h : R⟦X⟧) * C g = 1 := by rw [← map_mul, hg, map_one]
  unfold dysonMap
  constructor
  · intro e
    linear_combination C h * e + (1 + selfEnergy s G * G) * hC
  · intro e
    linear_combination C g * e - G * hC
```

## (g) Counting bare propagators

Let G solve the equation with bare propagator g, and H the one with bare propagator 1 and the same s. Write [x^n]G for the coefficient of x^n. Show that

[x^n]G = g^(2n+1) [x^n]H.

**Solution.** Put K(x) = g H(g²x). Replacing x by g²x in the equation for H gives

H(g²x) = 1 + ∑_{k<m} s(k) g^(2k+2) x^(k+1) H(g²x)^(2k+2)
= 1 + ∑_{k<m} s(k) x^(k+1) K^(2k+2).

Multiplying by g gives K = F(K), so K = G by (d). The coefficient of x^n in K is g · g^(2n) · [x^n]H. No inverse of g is needed.

In Lean the substitution is `rescale (g ^ 2)`, `hC` says that it leaves constants alone, and `hK` is the equation K = F(K).

```lean
/-- At order `n` in the coupling the dressed propagator carries `2n + 1` bare propagators: its
coefficient is `g^(2n+1)` times the one for unit bare propagator. -/
theorem coeff_bare_lines (g : R) (s : Fin m → R) {G H : R⟦X⟧}
    (hG : G = dysonMap g s G) (hH : H = dysonMap 1 s H) (n : ℕ) :
    coeff n G = g ^ (2 * n + 1) * coeff n H := by
  have hC : ∀ c : R, rescale (g ^ 2) (C c) = C c := by
    intro c
    ext i
    rw [coeff_rescale, coeff_C]
    split_ifs with h <;> simp [h]
  -- absorb `g ^ 2` into the coupling
  have hK : C g * rescale (g ^ 2) H = dysonMap g s (C g * rescale (g ^ 2) H) := by
    rw [dysonMap_eq] at hH
    have h1 := congrArg (rescale (g ^ 2)) hH
    simp only [map_add, map_mul, map_sum, map_pow, hC, rescale_X, map_one, one_mul] at h1
    rw [dysonMap_eq]
    conv_lhs => rw [h1]
    rw [mul_add, mul_one]
    refine congrArg (fun S => C g + C g * S) (Finset.sum_congr rfl fun k _ => ?_)
    ring
  rw [dyson_unique g s hG hK, coeff_C_mul, coeff_rescale]
  ring
```

## (h) First and second order with two skeletons

Take m = 2 and write s₁ = s(0), s₂ = s(1). Show that

[x]G = g³ s₁ and [x²]G = g⁵ (2 s₁² + s₂).

**Solution.** By (a), G = g + g s₁ x G² + g s₂ x² G⁴. The constant term is g. Comparing higher coefficients,

[x]G = g s₁ · g² = g³ s₁,

[x²]G = g s₁ · 2g · [x]G + g s₂ · g⁴ = 2g⁵ s₁² + g⁵ s₂.

The lemma `step` is the comparison of coefficients, while `q` and `r` evaluate the two contributions at second order.

The term 2 s₁² collects two kinds of diagram: two first-order self-energies in a chain, and one nested inside the other. Each kind can contain several diagrams, since s₁ may sum a direct and an exchange diagram. Including a nested diagram in s₂ as well would count it twice, because dressing the internal line of a first-order skeleton already produces it. Lean accepts any s₂, so this check rests with the user.

```lean
/-- With two skeletons `s₁` and `s₂`, the first-order coefficient of the dressed propagator is
`g³ s₁` and the second-order one is `g⁵ (2 s₁² + s₂)`. -/
theorem coeff_second_order (g s₁ s₂ : R) {G : R⟦X⟧} (hG : G = dysonMap g ![s₁, s₂] G) :
    coeff 1 G = g ^ 3 * s₁ ∧ coeff 2 G = g ^ 5 * (2 * s₁ ^ 2 + s₂) := by
  have e : G = C g + X * (C (g * s₁) * G ^ 2 + C (g * s₂) * (X * G ^ 4)) :=
    hG.trans (by rw [dysonMap_eq, Fin.sum_univ_two]; simp; ring)
  have k0 : constantCoeff G = g := by rw [e]; simp
  -- order `n + 1` is fixed by the lower orders
  have step : ∀ n, coeff (n + 1) G =
      g * s₁ * coeff n (G ^ 2) + g * s₂ * coeff n (X * G ^ 4) := by
    intro n
    conv_lhs => rw [e]
    rw [map_add, coeff_succ_X_mul, map_add, coeff_C_mul, coeff_C_mul, coeff_C,
      if_neg (Nat.succ_ne_zero n), zero_add]
  have c1 : coeff 1 G = g ^ 3 * s₁ := by
    have h := step 0
    simp [k0] at h
    rw [h]
    ring
  have q : coeff 1 (G ^ 2) = 2 * g * coeff 1 G := by
    rw [sq, coeff_mul]
    simp [Finset.Nat.antidiagonal_succ, k0]
    ring
  have r : coeff 1 (X * G ^ 4) = g ^ 4 :=
    (coeff_succ_X_mul 0 (G ^ 4)).trans (by simp [k0])
  refine ⟨c1, (step 1).trans ?_⟩
  rw [q, r, c1]
  ring
```

## (i) Rainbow diagrams

Keep only the first-order exchange skeleton, whose interaction line is an arc over the propagator, and set g = s(0) = 1. The diagrams of order n are then n non-crossing arcs over a line, nested or side by side. Read from left to right, each arc gives an opening and a closing step, and the result is a Dyck word of semilength n. Let c_0 = 1 and c_(n+1) = ∑_{i+j=n} c_i c_j be the Catalan numbers. Show that

[x^n]G = number of Dyck words of semilength n = c_n.

**Solution.** The equation is now G = 1 + x G². Its coefficients satisfy

[x^0]G = 1, [x^(n+1)]G = ∑_{i+j=n} [x^i]G · [x^j]G,

which is the Catalan recursion. For the words, a non-empty Dyck word splits uniquely as "open, A, close, B" with Dyck words A and B, where the closing step matches the first opening one. The numbers of words thus obey the same recursion, and there is one empty word.

The Lean proof shows in `hK` that the Catalan series solves the equation and then applies (d). The count of Dyck words comes from Mathlib. The first equality holds in R, with the count read as an element of R; the second is between natural numbers.

```lean
/-- For the single skeleton `s₁ = 1` and `g = 1`, the order-`n` coefficient of the dressed
propagator is the number of rainbow diagrams with `n` interaction lines, encoded as Dyck words
(an opening and a closing step per line), and this number is the Catalan number. -/
theorem coeff_rainbow {G : R⟦X⟧} (hG : G = dysonMap 1 (fun _ : Fin 1 => (1 : R)) G) (n : ℕ) :
    coeff n G = (Fintype.card {p : DyckWord // p.semilength = n} : R) ∧
      Fintype.card {p : DyckWord // p.semilength = n} = catalan n := by
  have e : ∀ K : R⟦X⟧, dysonMap 1 (fun _ : Fin 1 => (1 : R)) K = 1 + X * (K * K) := by
    intro K
    rw [dysonMap_eq]
    simp [sq]
  -- the Catalan series solves the same equation
  have hK : (PowerSeries.mk fun i => (catalan i : R)) =
      dysonMap 1 (fun _ : Fin 1 => (1 : R)) (PowerSeries.mk fun i => (catalan i : R)) := by
    rw [e]
    ext i
    cases i with
    | zero => simp
    | succ i =>
      rw [map_add, coeff_succ_X_mul, coeff_mul, coeff_one, if_neg (Nat.succ_ne_zero i),
        zero_add, coeff_mk, catalan_succ']
      simp only [coeff_mk, Nat.cast_sum, Nat.cast_mul]
  have hcard := DyckWord.card_dyckWord_semilength_eq_catalan n
  refine ⟨?_, hcard⟩
  rw [hcard, dyson_unique 1 _ hG hK, coeff_mk]

end SkeletonDyson
```

```lean
#print axioms SkeletonDyson.dyson_existsUnique
-- 'SkeletonDyson.dyson_existsUnique' depends on axioms: [propext, Classical.choice, Quot.sound]
#print axioms SkeletonDyson.coeff_bare_lines
-- 'SkeletonDyson.coeff_bare_lines' depends on axioms: [propext, Classical.choice, Quot.sound]
#print axioms SkeletonDyson.coeff_second_order
-- 'SkeletonDyson.coeff_second_order' depends on axioms: [propext, Classical.choice, Quot.sound]
#print axioms SkeletonDyson.coeff_rainbow
-- 'SkeletonDyson.coeff_rainbow' depends on axioms: [propext, Classical.choice, Quot.sound]
```
